# The Eckart bound on the overlap with the ground state

An energy close to the ground-state energy does not by itself mean that a trial state resembles the ground state. For $H=\mathrm{diag}(0,\delta)$ the vector $(0,1)$ lies only $\delta$ above the lowest level, however small $\delta>0$ is, and its overlap with the ground state is zero. The error in the energy has to be measured against the gap.

## Claim and derivation

Let $H$ be Hermitian on an $n$-dimensional real or complex inner-product space, with orthonormal eigenvectors $b_i$ and eigenvalues $\lambda_i$, $i=0,\dots,n-1$, repeated according to multiplicity. Take indices $i_1,i_2,i_n$, write $e_1,e_2,e_n$ for their eigenvalues, and assume $e_1<e_2\le\lambda_i$ for all $i\ne i_1$ and $\lambda_i\le e_n$ for all $i$. Let $u$ be a unit vector with $Hu=e_1u$, and $v$ any unit vector, with energy $E=\langle v,Hv\rangle$. Then
$$\frac{e_2-E}{e_2-e_1}\le|\langle u,v\rangle|^2\le\frac{e_n-E}{e_n-e_1}.$$
The left inequality is Eckart's; the right one is an upper bound on the same overlap, obtained by the same argument with the largest eigenvalue $e_n$ in place of $e_2$. For an electronic Hamiltonian in a finite configuration basis with a non-degenerate lowest level, they bound the weight of that basis's ground state in a trial state.

Put $c=\langle u,v\rangle$, $p=|c|^2$ and $r=v-cu$. Then $\langle u,r\rangle=c-c=0$ and $\langle u,Hr\rangle=\langle Hu,r\rangle=e_1\langle u,r\rangle=0$, so
$$E=e_1|c|^2+\bar c\langle u,Hr\rangle+ce_1\langle r,u\rangle+\langle r,Hr\rangle=e_1p+\langle r,Hr\rangle .$$
With the identity in place of $H$ this reads $\|r\|^2=1-p$.

For any vector $w$, $\langle w,Hw\rangle=\sum_i\lambda_i|\langle b_i,w\rangle|^2$ and $\|w\|^2=\sum_i|\langle b_i,w\rangle|^2$, so $\langle w,Hw\rangle\le e_n\|w\|^2$. From $\langle Hu,b_i\rangle=\langle u,Hb_i\rangle$ follows $(e_1-\lambda_i)\langle u,b_i\rangle=0$, so $u\perp b_i$ for $i\ne i_1$. Hence $\langle u,x\rangle=\langle u,b_{i_1}\rangle\langle b_{i_1},x\rangle$ for every vector $x$, and $x=u$ shows $\langle u,b_{i_1}\rangle\ne0$. A $w\perp u$ thus has $\langle b_{i_1},w\rangle=0$ and $\langle w,Hw\rangle\ge e_2\|w\|^2$. Taking $w=r$,
$$e_1p+e_2(1-p)\le E\le e_1p+e_n(1-p),$$
that is $e_2-E\le(e_2-e_1)p$ and $(e_n-e_1)p\le e_n-E$. Division by the positive gaps gives the claim.

Two illustrations follow on paper, without Lean. For $H=\mathrm{diag}(1,2,3)$, $u=(1,0,0)$ and $v=(2,2,1)/3$, one finds $E=(4+8+3)/9=5/3$ and $p=4/9$, between the bounds $1/3$ and $2/3$. In the smallest case $n=2$ the only index besides $i_1$ serves as both $i_2$ and $i_n$; the bounds coincide and $p=(e_2-E)/(e_2-e_1)$.

## Formal development

The field `𝕜` is $\mathbb R$ or $\mathbb C$, `V` is the state space, and the inner product is conjugate-linear in its first slot, as in Dirac notation.

```lean
import Mathlib

open scoped InnerProductSpace

namespace EckartBound

noncomputable section

variable {𝕜 V : Type*} [RCLike 𝕜] [NormedAddCommGroup V] [InnerProductSpace 𝕜 V]
```

`energy H v` is $\mathrm{Re}\langle v,Hv\rangle$, not divided by $\|v\|^2$; it equals $E$ for unit $v$. `residual 𝕜 u v` is $r$.

```lean
/-- The energy functional `Re ⟨v, H v⟩`; for a unit vector `v` it is the mean energy. -/
def energy (H : V →ₗ[𝕜] V) (v : V) : ℝ := RCLike.re ⟪v, H v⟫_𝕜

/-- The state `v` with its component `⟨u, v⟩ u` along `u` removed. -/
def residual (𝕜 : Type*) {V : Type*} [RCLike 𝕜] [NormedAddCommGroup V]
    [InnerProductSpace 𝕜 V] (u v : V) : V := v - ⟪u, v⟫_𝕜 • u
```

The first lemma is $\langle u,r\rangle=0$.

```lean
/-- For a unit vector `u` the residual of `v` is orthogonal to `u`. -/
theorem residual_orth {u : V} (hu1 : ‖u‖ = 1) (v : V) : ⟪u, residual 𝕜 u v⟫_𝕜 = 0 := by
  have h : ⟪u, u⟫_𝕜 = 1 := by
    rw [inner_self_eq_norm_sq_to_K, hu1]; simp
  rw [residual, inner_sub_right, inner_smul_right, h, mul_one, sub_self]
```

`H.IsSymmetric` says $\langle Hx,y\rangle=\langle x,Hy\rangle$ for all $x,y$. In `energy_split`, `aux` expands the energy of $cu+w$ for $w\perp u$; `h2` and `h3` remove the cross terms, and `linear_combination` supplies $\bar cc=|c|^2$.

```lean
/-- If `u` is a unit eigenvector of the Hermitian `H` with eigenvalue `e₁`, the energy of `v`
is `e₁ |⟨u, v⟩|²` plus the energy of the residual. -/
theorem energy_split {H : V →ₗ[𝕜] V} (hH : H.IsSymmetric) {u : V} {e₁ : ℝ}
    (hu1 : ‖u‖ = 1) (hu : H u = (e₁ : 𝕜) • u) (v : V) :
    energy H v = e₁ * ‖⟪u, v⟫_𝕜‖ ^ 2 + energy H (residual 𝕜 u v) := by
  have aux : ∀ (c : 𝕜) (w : V), ⟪u, w⟫_𝕜 = 0 →
      energy H (c • u + w) = e₁ * ‖c‖ ^ 2 + energy H w := by
    intro c w h1
    have h2 : ⟪w, u⟫_𝕜 = 0 := by rw [← inner_conj_symm w u, h1, map_zero]
    -- the cross term vanishes because `H` can be moved onto `u`
    have h3 : ⟪u, H w⟫_𝕜 = 0 := by rw [← hH u w, hu, inner_smul_left, h1, mul_zero]
    have h4 : ⟪u, u⟫_𝕜 = 1 := by
      rw [inner_self_eq_norm_sq_to_K, hu1]; simp
    have key : ⟪c • u + w, H (c • u + w)⟫_𝕜 = ((e₁ * ‖c‖ ^ 2 : ℝ) : 𝕜) + ⟪w, H w⟫_𝕜 := by
      have hc := RCLike.conj_mul c
      simp only [map_add, map_smul, hu, inner_add_left, inner_add_right, inner_smul_left,
        inner_smul_right, h2, h3, h4]
      push_cast
      linear_combination (e₁ : 𝕜) * hc
    rw [energy, key, map_add, RCLike.ofReal_re, energy]
  have h := aux ⟪u, v⟫_𝕜 (residual 𝕜 u v) (residual_orth hu1 v)
  have hv : ⟪u, v⟫_𝕜 • u + residual 𝕜 u v = v := by simp [residual]
  rwa [hv] at h
```

The norm of the residual is the case `LinearMap.id` with $e_1=1$.

```lean
/-- For unit vectors `u`, `v` the residual has squared norm `1 - |⟨u, v⟩|²`. -/
theorem norm_sq_residual {u v : V} (hu1 : ‖u‖ = 1) (hv1 : ‖v‖ = 1) :
    ‖residual 𝕜 u v‖ ^ 2 = 1 - ‖⟪u, v⟫_𝕜‖ ^ 2 := by
  have hid : ∀ w : V, energy (LinearMap.id : V →ₗ[𝕜] V) w = ‖w‖ ^ 2 := fun w =>
    inner_self_eq_norm_sq (𝕜 := 𝕜) w
  have h := energy_split (H := (LinearMap.id : V →ₗ[𝕜] V)) (fun _ _ => rfl) (e₁ := 1) hu1
    (by simp) v
  rw [hid, hid, hv1] at h
  linarith
```

The next two theorems need no finite dimension. `H` is defined on all of `V`, and the inequalities on the complement of $u$ are assumed as `hgap` and `htop`, not derived from a spectrum; any $e_2>e_1$ satisfying `hgap` will do. Each proof applies the hypothesis to $r$, clears the denominator and rearranges with `nlinarith`.

```lean
/-- Eckart's lower bound in any dimension: if every state orthogonal to the unit eigenvector
`u` has energy at least `e₂ ‖w‖²` with `e₁ < e₂` (`H` symmetric, `H u = e₁ u`), then for every unit `v` of energy `E`, `(e₂ - E)/(e₂ - e₁) ≤ |⟨u, v⟩|²`. -/
theorem eckart_lower {H : V →ₗ[𝕜] V} (hH : H.IsSymmetric) {u v : V} {e₁ e₂ : ℝ}
    (hu1 : ‖u‖ = 1) (hu : H u = (e₁ : 𝕜) • u) (h12 : e₁ < e₂)
    (hgap : ∀ w, ⟪u, w⟫_𝕜 = 0 → e₂ * ‖w‖ ^ 2 ≤ energy H w) (hv1 : ‖v‖ = 1) :
    (e₂ - energy H v) / (e₂ - e₁) ≤ ‖⟪u, v⟫_𝕜‖ ^ 2 := by
  have h := hgap _ (residual_orth hu1 v)
  rw [norm_sq_residual hu1 hv1] at h
  rw [div_le_iff₀ (sub_pos.mpr h12), energy_split hH hu1 hu v]
  nlinarith [h]

/-- Upper bound on the overlap: if every state orthogonal to the unit eigenvector `u` has
energy at most `eₙ ‖w‖²` with `e₁ < eₙ` (`H` symmetric, `H u = e₁ u`), then for every unit `v` of energy `E`, `|⟨u, v⟩|² ≤ (eₙ - E)/(eₙ - e₁)`. -/
theorem overlap_upper {H : V →ₗ[𝕜] V} (hH : H.IsSymmetric) {u v : V} {e₁ eₙ : ℝ}
    (hu1 : ‖u‖ = 1) (hu : H u = (e₁ : 𝕜) • u) (h1n : e₁ < eₙ)
    (htop : ∀ w, ⟪u, w⟫_𝕜 = 0 → energy H w ≤ eₙ * ‖w‖ ^ 2) (hv1 : ‖v‖ = 1) :
    ‖⟪u, v⟫_𝕜‖ ^ 2 ≤ (eₙ - energy H v) / (eₙ - e₁) := by
  have h := htop _ (residual_orth hu1 v)
  rw [norm_sq_residual hu1 hv1] at h
  rw [le_div_iff₀ (sub_pos.mpr h1n), energy_split hH hu1 hu v]
  nlinarith [h]
```

If $Hr=er$ for a real $e\ne e_1$, then $\langle r,Hr\rangle=e(1-p)$ and $p=(e-E)/(e-e_1)$. For $e=e_2$ this is the lower bound with equality, for $e=e_n$ the upper.

```lean
/-- Let `u` be a unit eigenvector of the symmetric `H` with eigenvalue `e₁`. If the residual `r` of the unit state `v` of energy `E` obeys `H r = e r` with `e ≠ e₁`, the squared
overlap equals `(e - E)/(e - e₁)`. -/
theorem overlap_eq_of_two_level {H : V →ₗ[𝕜] V} (hH : H.IsSymmetric) {u v : V} {e₁ e : ℝ}
    (hu1 : ‖u‖ = 1) (hu : H u = (e₁ : 𝕜) • u) (hne : e ≠ e₁)
    (hr : H (residual 𝕜 u v) = (e : 𝕜) • residual 𝕜 u v) (hv1 : ‖v‖ = 1) :
    ‖⟪u, v⟫_𝕜‖ ^ 2 = (e - energy H v) / (e - e₁) := by
  have h : energy H (residual 𝕜 u v) = e * ‖residual 𝕜 u v‖ ^ 2 := by
    rw [energy, hr, inner_smul_right, RCLike.re_ofReal_mul, inner_self_eq_norm_sq]
  rw [norm_sq_residual hu1 hv1] at h
  rw [eq_div_iff (sub_ne_zero.mpr hne), energy_split hH hu1 hu v, h]
  ring
```

The real operator $\mathrm{diag}(1,2,3)$ with $u=(1,0,0)$ meets the conditions that `eckart_lower` and `overlap_upper` place on $H$ and $u$, with $e_1,e_2,e_n=1,2,3$. Coordinates run from 0, and $w\perp u$ means `w 0 = 0`.

```lean
/-- The three-level Hamiltonian `diag(1, 2, 3)`. -/
def threeLevel : EuclideanSpace ℝ (Fin 3) →ₗ[ℝ] EuclideanSpace ℝ (Fin 3) where
  toFun x := !₂[x 0, 2 * x 1, 3 * x 2]
  map_add' x y := by ext i; fin_cases i <;> simp <;> ring
  map_smul' c x := by ext i; fin_cases i <;> simp <;> ring

/-- `diag(1, 2, 3)` is symmetric, `(1, 0, 0)` is a unit eigenvector with eigenvalue `1`, and
states orthogonal to it have energy between `2 ‖w‖²` and `3 ‖w‖²`. -/
theorem eckart_witness :
    threeLevel.IsSymmetric ∧ ‖(!₂[1, 0, 0] : EuclideanSpace ℝ (Fin 3))‖ = 1 ∧
    threeLevel !₂[1, 0, 0] = (1 : ℝ) • !₂[1, 0, 0] ∧
    ∀ w : EuclideanSpace ℝ (Fin 3), ⟪(!₂[1, 0, 0] : EuclideanSpace ℝ (Fin 3)), w⟫_ℝ = 0 →
      2 * ‖w‖ ^ 2 ≤ energy threeLevel w ∧ energy threeLevel w ≤ 3 * ‖w‖ ^ 2 := by
  refine ⟨fun x y => ?_, ?_, ?_, fun w hw => ?_⟩
  · simp [threeLevel, PiLp.inner_apply, Fin.sum_univ_three]
    ring
  · rw [EuclideanSpace.norm_eq]; simp [Fin.sum_univ_three]
  · ext i; fin_cases i <;> simp [threeLevel]
  · have hw0 : w 0 = 0 := by simpa [PiLp.inner_apply, Fin.sum_univ_three] using hw
    have hn : ‖w‖ ^ 2 = w 0 ^ 2 + w 1 ^ 2 + w 2 ^ 2 := by
      rw [EuclideanSpace.norm_sq_eq]; simp [Fin.sum_univ_three]
    have he : energy threeLevel w = w 0 ^ 2 + 2 * w 1 ^ 2 + 3 * w 2 ^ 2 := by
      simp [energy, threeLevel, PiLp.inner_apply, Fin.sum_univ_three]
      ring
    rw [hn, he, hw0]
    constructor <;> nlinarith [sq_nonneg (w 1), sq_nonneg (w 2)]
```

From here `V` has dimension $n$ (`hn`); `hH.eigenvalues hn i` is $\lambda_i$ and `hH.eigenvectorBasis hn i` is $b_i$. A reusable device is `sum_inner_mul_inner`, which states $\sum_i\langle x,b_i\rangle\langle b_i,y\rangle=\langle x,y\rangle$ for vectors $x,y$: rewritten from right to left, it inserts the resolution of the identity into an inner product.

```lean
variable [FiniteDimensional 𝕜 V] {n : ℕ}

/-- The energy of `w` is the sum of the eigenvalues of `H` weighted by the squared overlaps
of `w` with the orthonormal eigenvectors. -/
theorem energy_eq_sum {H : V →ₗ[𝕜] V} (hH : H.IsSymmetric) (hn : Module.finrank 𝕜 V = n)
    (w : V) :
    energy H w = ∑ i, hH.eigenvalues hn i * ‖⟪hH.eigenvectorBasis hn i, w⟫_𝕜‖ ^ 2 := by
  rw [energy, ← (hH.eigenvectorBasis hn).sum_inner_mul_inner w (H w), map_sum]
  refine Finset.sum_congr rfl fun i _ => ?_
  have h : ⟪w, hH.eigenvectorBasis hn i⟫_𝕜 * ⟪hH.eigenvectorBasis hn i, H w⟫_𝕜
      = ((hH.eigenvalues hn i * ‖⟪hH.eigenvectorBasis hn i, w⟫_𝕜‖ ^ 2 : ℝ) : 𝕜) := by
    have hc := RCLike.conj_mul ⟪hH.eigenvectorBasis hn i, w⟫_𝕜
    rw [inner_conj_symm] at hc
    rw [← hH (hH.eigenvectorBasis hn i) w, hH.apply_eigenvectorBasis hn i, inner_smul_left,
      RCLike.conj_ofReal]
    push_cast
    linear_combination (hH.eigenvalues hn i : 𝕜) * hc
  rw [h, RCLike.ofReal_re]
```

In `gap_on_complement`, `horth` is $u\perp b_i$, `hone` collapses the same sum to its $i_1$ term by `Finset.sum_eq_single`, `hc` is $\langle u,b_{i_1}\rangle\ne0$, and `hw1` is $\langle b_{i_1},w\rangle=0$. The two sums are then compared term by term.

```lean
/-- If all eigenvalues but the `i₁`-th are at least `e₂`, the `i₁`-th lies below `e₂`, and `u`
is a unit eigenvector for it, every `w` orthogonal to `u` has energy at least `e₂ ‖w‖²`. -/
theorem gap_on_complement {H : V →ₗ[𝕜] V} (hH : H.IsSymmetric) (hn : Module.finrank 𝕜 V = n)
    {i₁ : Fin n} {e₂ : ℝ} (h12 : hH.eigenvalues hn i₁ < e₂)
    (h2 : ∀ i, i ≠ i₁ → e₂ ≤ hH.eigenvalues hn i) {u : V} (hu1 : ‖u‖ = 1)
    (hu : H u = (hH.eigenvalues hn i₁ : 𝕜) • u) (w : V) (hw : ⟪u, w⟫_𝕜 = 0) :
    e₂ * ‖w‖ ^ 2 ≤ energy H w := by
  -- `u` is orthogonal to the eigenvectors of the other eigenvalues
  have horth : ∀ i, i ≠ i₁ → ⟪u, hH.eigenvectorBasis hn i⟫_𝕜 = 0 := by
    intro i hi
    have h := hH u (hH.eigenvectorBasis hn i)
    rw [hu, hH.apply_eigenvectorBasis hn i, inner_smul_left, inner_smul_right,
      RCLike.conj_ofReal] at h
    have hne : (hH.eigenvalues hn i₁ : 𝕜) ≠ (hH.eigenvalues hn i : 𝕜) := fun hh =>
      (lt_of_lt_of_le h12 (h2 i hi)).ne (RCLike.ofReal_injective hh)
    by_contra h0
    exact hne (mul_right_cancel₀ h0 h)
  have hone : ∀ x, ⟪u, x⟫_𝕜
      = ⟪u, hH.eigenvectorBasis hn i₁⟫_𝕜 * ⟪hH.eigenvectorBasis hn i₁, x⟫_𝕜 := by
    intro x
    rw [← (hH.eigenvectorBasis hn).sum_inner_mul_inner u x]
    exact Finset.sum_eq_single i₁ (fun i _ hi => by rw [horth i hi, zero_mul]) (by simp)
  have hc : ⟪u, hH.eigenvectorBasis hn i₁⟫_𝕜 ≠ 0 := by
    intro h0
    have h := hone u
    rw [h0, zero_mul, inner_self_eq_zero] at h
    rw [h, norm_zero] at hu1
    exact zero_ne_one hu1
  -- hence `w` has no component on the `i₁`-th eigenvector
  have hw1 : ⟪hH.eigenvectorBasis hn i₁, w⟫_𝕜 = 0 :=
    (mul_eq_zero.mp ((hone w).symm.trans hw)).resolve_left hc
  rw [energy_eq_sum hH hn, ← (hH.eigenvectorBasis hn).sum_sq_norm_inner_right w,
    Finset.mul_sum]
  refine Finset.sum_le_sum fun i _ => ?_
  by_cases hi : i = i₁
  · rw [hi, hw1]; simp
  · exact mul_le_mul_of_nonneg_right (h2 i hi) (sq_nonneg _)
```

In `eckart_bound`, `h12` and `h2` make $e_1$ the lowest eigenvalue, occurring once, and $e_2$ the next; `htop` makes $e_n$ the largest. No ordering of the index set is used, `h12` requires $n\ge2$, and the phase of `u` is free. The proof passes `gap_on_complement` to `eckart_lower` and the termwise bound $\lambda_i\le e_n$ to `overlap_upper`. The theorem leaves out degenerate ground levels and infinite-dimensional spaces, and its lower bound is positive only when $E<e_2$.

```lean
/-- Eckart bound: for Hermitian `H` with non-degenerate lowest eigenvalue `e₁`, next eigenvalue
`e₂`, largest eigenvalue `eₙ` and unit ground state `u`, every unit `v` of energy `E` has
`(e₂ - E)/(e₂ - e₁) ≤ |⟨u, v⟩|² ≤ (eₙ - E)/(eₙ - e₁)`. -/
theorem eckart_bound {H : V →ₗ[𝕜] V} (hH : H.IsSymmetric) (hn : Module.finrank 𝕜 V = n)
    {i₁ i₂ iₙ : Fin n} (h12 : hH.eigenvalues hn i₁ < hH.eigenvalues hn i₂)
    (h2 : ∀ i, i ≠ i₁ → hH.eigenvalues hn i₂ ≤ hH.eigenvalues hn i)
    (htop : ∀ i, hH.eigenvalues hn i ≤ hH.eigenvalues hn iₙ) {u v : V} (hu1 : ‖u‖ = 1)
    (hu : H u = (hH.eigenvalues hn i₁ : 𝕜) • u) (hv1 : ‖v‖ = 1) :
    (hH.eigenvalues hn i₂ - energy H v) / (hH.eigenvalues hn i₂ - hH.eigenvalues hn i₁)
        ≤ ‖⟪u, v⟫_𝕜‖ ^ 2 ∧
      ‖⟪u, v⟫_𝕜‖ ^ 2 ≤
        (hH.eigenvalues hn iₙ - energy H v) / (hH.eigenvalues hn iₙ - hH.eigenvalues hn i₁) := by
  refine ⟨eckart_lower hH hu1 hu h12 (gap_on_complement hH hn h12 h2 hu1 hu) hv1,
    overlap_upper hH hu1 hu (lt_of_lt_of_le h12 (htop i₂)) (fun w _ => ?_) hv1⟩
  rw [energy_eq_sum hH hn, ← (hH.eigenvectorBasis hn).sum_sq_norm_inner_right w,
    Finset.mul_sum]
  exact Finset.sum_le_sum fun i _ => mul_le_mul_of_nonneg_right (htop i) (sq_nonneg _)

end

end EckartBound
```

```lean
#print axioms EckartBound.overlap_eq_of_two_level
#print axioms EckartBound.eckart_bound
```

```
'EckartBound.overlap_eq_of_two_level' depends on axioms: [propext, Classical.choice, Quot.sound]
'EckartBound.eckart_bound' depends on axioms: [propext, Classical.choice, Quot.sound]
```
